# Real orbitals at k = G₀/2: conjugate coefficient pairs and half-set sums

Reciprocal vectors G are integer triples with components G_j, j = 0, 1, 2. The position x is a real triple in which each x_j advances by 2π across the cell, so any cell shape is allowed. The k-point is G₀/2, with G₀ an integer triple. Components 0 and 1 give Gamma and the seven other points with coordinates 0 or 1/2, each equivalent to a point on the zone boundary. The plane waves, the orbital and the partner map are

w(G, x) = exp(i(G + G₀/2)·x)

ψ(x) = Σ_G c(G) w(G, x)

sG = −G − G₀

Only finitely many coefficients c(G) are nonzero. No volume factor is included, and "norm" and "overlap" refer to coefficient vectors: Σ|c(G)|² and Σ conj(a(G)) b(G).

## Conjugate pairs and the factor of two

For any integer G₀, ψ is real at every x exactly when

c(sG) = conj(c(G)) for all G.

If a set H contains exactly one of G and sG for every G, two real orbitals with coefficients a and b satisfy

Σ_G conj(a(G)) b(G) = 2 Re Σ_{G∈H} conj(a(G)) b(G),

and in particular

Σ_G |c(G)|² = 2 Σ_{G∈H} |c(G)|².

When G₀ has components 0 or 1, s has a fixed point only for G₀ = 0. If component j of G₀ is 1, the half-space G_j ≥ 0 is a valid H. At Gamma, G = 0 is its own partner, so no such H exists. There, with H₊ the vectors whose first nonzero component is positive,

Σ_G conj(a(G)) b(G) = conj(a(0)) b(0) + 2 Re Σ_{G∈H₊} conj(a(G)) b(G).

## Half storage in a plane-wave code

For real orbitals with finite plane-wave expansions at these k-points, a code can store half of the coefficients and obtain norms and overlaps from them. A Gamma-point routine that stores H₊ together with G = 0 and doubles the whole real dot product must subtract the G = 0 term once. At the other seven points there is no such correction.

Two details matter in an implementation. The missing coefficients are filled in at −G − G₀, which coincides with −G only at Gamma. The basis must also contain both members of each pair: a cutoff on |G + G₀/2| ensures this, whereas for nonzero G₀ a cutoff on |G| never does.

## From conjugation to the half sum

**Fixed points.** The equation sG = G means 2G = −G₀. A component of G₀ equal to 1 would make an even integer equal to −1, so every component is 0. Conversely, G = 0 is fixed when G₀ = 0. The restriction to 0 and 1 matters here: G₀ = (2, 0, 0) has the fixed point (−1, 0, 0).

**Conjugation.** The map s is an involution, since −(−G − G₀) − G₀ = G. Also

−(G + G₀/2) = (−G − G₀) + G₀/2,

so conj(w(G, x)) = w(sG, x). Let S be the support of c together with its image under s. This finite set is closed under s, and relabelling G as sG gives

conj(ψ(x)) = Σ_{G∈S} conj(c(G)) w(sG, x) = Σ_{G∈S} conj(c(sG)) w(G, x).

If the coefficients are conjugate in pairs, the right-hand side is ψ(x), so ψ is real. If instead ψ is real, subtraction gives

Σ_{G∈S} [c(G) − conj(c(sG))] w(G, x) = 0 for all x.

**Independence.** Each bracket must vanish because distinct plane waves are linearly independent. To see that they are distinct functions, suppose G_j ≠ G′_j and move from the origin, where both waves equal 1, by t = π/(G_j − G′_j) along axis j. The two waves then have opposite, nonzero values.

Now take a shortest relation Σ d(G) w(G, x) = 0 with all d(G) nonzero. It has at least two terms, say K and L, because a single wave never vanishes. Choose y with w(K, y) ≠ w(L, y). Since w(G, x + y) = w(G, x) w(G, y), replacing x by x + y and subtracting w(K, y) times the original relation removes K but keeps L. This is a shorter relation, a contradiction. Outside S, both c(G) and c(sG) are zero, so the pair condition holds for every G.

**Folding the sum.** Put f(G) = conj(a(G)) b(G). The pair conditions give f(sG) = conj(f(G)), and the support of a is closed under s. Since s exchanges H and its complement, with z = Σ_{G∈H} f(G) the full sum is

z + conj(z) = 2 Re z.

Setting a = b = c gives the norm identity. If component j of G₀ is 1, then (sG)_j = −G_j − 1, which is nonnegative exactly when G_j is negative; this verifies the half-space choice. At Gamma, remove G = 0 first. Negation reverses the sign of the first nonzero component of every remaining vector, so the same folding applies.

## The Lean file

`Grid` is the type of integer triples, and `partner G₀ G` is sG. A coefficient vector has type `Grid →₀ ℂ`, which builds in finite support. `IsRealOrbital` says that the imaginary part of the orbital is zero at every real x, and `IsHalf` is the condition on H. The set `gammaHalf` is H₊.

```lean
import Mathlib

open ComplexConjugate

namespace GammaPointTricks

noncomputable section

/-- Reciprocal lattice vectors, given by three integer components. -/
abbrev Grid := Fin 3 → ℤ

/-- The partner `-G - G₀` of the reciprocal vector `G` at the k-point `G₀/2`. -/
def partner (G₀ G : Grid) : Grid := -G - G₀

/-- The plane wave `exp(i (G + G₀/2)·x)`. -/
def planeWave (G₀ G : Grid) (x : Fin 3 → ℝ) : ℂ :=
  Complex.exp (Complex.I * ((∑ j, ((G j : ℝ) + (G₀ j : ℝ) / 2) * x j : ℝ) : ℂ))

/-- The orbital with finitely many plane-wave coefficients `c` at the k-point `G₀/2`. -/
def orbital (G₀ : Grid) (c : Grid →₀ ℂ) (x : Fin 3 → ℝ) : ℂ :=
  ∑ G ∈ c.support, c G * planeWave G₀ G x

/-- The orbital takes real values at every point of space. -/
def IsRealOrbital (G₀ : Grid) (c : Grid →₀ ℂ) : Prop :=
  ∀ x, (orbital G₀ c x).im = 0

/-- `H` contains exactly one of `G` and its partner, for every `G`. -/
def IsHalf (G₀ : Grid) (H : Set Grid) : Prop :=
  ∀ G, partner G₀ G ∈ H ↔ G ∉ H

/-- The vectors whose first nonzero component is positive. -/
def gammaHalf : Set Grid :=
  {G | 0 < G 0 ∨ (G 0 = 0 ∧ (0 < G 1 ∨ (G 1 = 0 ∧ 0 < G 2)))}

/-- A plane wave as a character of the group of translations. -/
def waveChar (G₀ G : Grid) : Multiplicative (Fin 3 → ℝ) →* ℂ where
  toFun x := planeWave G₀ G (Multiplicative.toAdd x)
  map_one' := by simp [planeWave]
  map_mul' x y := by
    simp only [planeWave, toAdd_mul, Pi.add_apply, ← Complex.exp_add]
    congr 1
    simp only [Fin.sum_univ_three]
    push_cast
    ring

/-- Taking the partner twice returns the original reciprocal vector. -/
theorem partner_partner (G₀ G : Grid) : partner G₀ (partner G₀ G) = G := by
  simp only [partner]
  abel

/-- For `G₀` with components 0 or 1, some reciprocal vector is its own partner
exactly when `G₀ = 0`. -/
theorem partner_fixed_iff (G₀ : Grid) (h01 : ∀ j, G₀ j = 0 ∨ G₀ j = 1) :
    (∃ G, partner G₀ G = G) ↔ G₀ = 0 := by
  constructor
  · rintro ⟨G, h⟩
    funext j
    have hj := congrFun h j
    simp only [partner, Pi.sub_apply, Pi.neg_apply] at hj
    change G₀ j = 0
    rcases h01 j with h0 | h1 <;> omega
  · intro h
    exact ⟨0, by simp [partner, h]⟩

/-- Complex conjugation turns the plane wave of `G` into that of its partner. -/
theorem conj_planeWave (G₀ G : Grid) (x : Fin 3 → ℝ) :
    conj (planeWave G₀ G x) = planeWave G₀ (partner G₀ G) x := by
  simp only [planeWave, partner, ← Complex.exp_conj, map_mul, Complex.conj_I,
    Complex.conj_ofReal, Pi.sub_apply, Pi.neg_apply, Fin.sum_univ_three]
  congr 1
  push_cast
  ring

/-- A finite combination of plane waves that vanishes everywhere has zero coefficients. -/
theorem planeWave_independent (G₀ : Grid) (S : Finset Grid) (d : Grid → ℂ)
    (h : ∀ x, ∑ G ∈ S, d G * planeWave G₀ G x = 0) : ∀ G ∈ S, d G = 0 := by
  have happ : ∀ (K : Grid) (y : Multiplicative (Fin 3 → ℝ)),
      waveChar G₀ K y = planeWave G₀ K (Multiplicative.toAdd y) := fun _ _ => rfl
  have hinj : Function.Injective (waveChar G₀) := by
    intro G G' hGG
    funext j
    by_contra hne
    have hd : (G j : ℝ) - (G' j : ℝ) ≠ 0 := sub_ne_zero.mpr (by exact_mod_cast hne)
    -- a shift along axis j that gives the two waves opposite signs
    obtain ⟨t, ht⟩ : ∃ t : ℝ, ((G j : ℝ) - (G' j : ℝ)) * t = Real.pi :=
      ⟨Real.pi / ((G j : ℝ) - (G' j : ℝ)), by field_simp⟩
    have hs : ∀ K : Grid, planeWave G₀ K (Pi.single j t) =
        Complex.exp (Complex.I * ((((K j : ℝ) + (G₀ j : ℝ) / 2) * t : ℝ) : ℂ)) := by
      intro K
      have e : ∑ i, ((K i : ℝ) + (G₀ i : ℝ) / 2) * (Pi.single j t : Fin 3 → ℝ) i
          = ((K j : ℝ) + (G₀ j : ℝ) / 2) * t := by simp [Pi.single_apply]
      simp only [planeWave, e]
    have hx := DFunLike.congr_fun hGG
      (Multiplicative.ofAdd (Pi.single j t : Fin 3 → ℝ))
    rw [happ G, happ G', toAdd_ofAdd] at hx
    have hp : ((G j : ℝ) + (G₀ j : ℝ) / 2) * t
        = ((G' j : ℝ) + (G₀ j : ℝ) / 2) * t + Real.pi := by linear_combination ht
    rw [hs G, hs G', hp, Complex.ofReal_add, mul_add, Complex.exp_add,
      mul_comm Complex.I (Real.pi : ℂ), Complex.exp_pi_mul_I] at hx
    refine Complex.exp_ne_zero
      (Complex.I * ((((G' j : ℝ) + (G₀ j : ℝ) / 2) * t : ℝ) : ℂ)) ?_
    linear_combination (-1 / 2) * hx
  -- distinct characters are linearly independent
  have li := (linearIndependent_monoidHom (Multiplicative (Fin 3 → ℝ)) ℂ).comp _ hinj
  rw [linearIndependent_iff'] at li
  refine li S d ?_
  funext x
  simp only [Finset.sum_apply, Pi.smul_apply, smul_eq_mul, Function.comp_apply, happ,
    Pi.zero_apply]
  exact h (Multiplicative.toAdd x)

/-- An orbital at the k-point `G₀/2` is real everywhere exactly when the coefficients
of partners are complex conjugates. -/
theorem isRealOrbital_iff (G₀ : Grid) (c : Grid →₀ ℂ) :
    IsRealOrbital G₀ c ↔ ∀ G, c (partner G₀ G) = conj (c G) := by
  -- a finite set of vectors that contains the support and is closed under partners
  obtain ⟨S, hsub, hS⟩ : ∃ S : Finset Grid, c.support ⊆ S ∧ ∀ G ∈ S, partner G₀ G ∈ S := by
    refine ⟨c.support ∪ c.support.image (partner G₀), Finset.subset_union_left, ?_⟩
    intro G hG
    rcases Finset.mem_union.1 hG with h | h
    · exact Finset.mem_union_right _ (Finset.mem_image_of_mem _ h)
    · obtain ⟨K, hK, rfl⟩ := Finset.mem_image.1 h
      rw [partner_partner]
      exact Finset.mem_union_left _ hK
  have hexp : ∀ x, orbital G₀ c x = ∑ G ∈ S, c G * planeWave G₀ G x := fun x =>
    Finset.sum_subset hsub
      (fun G _ h => by rw [Finsupp.notMem_support_iff.1 h, zero_mul])
  have hconj : ∀ x, conj (orbital G₀ c x)
      = ∑ G ∈ S, conj (c (partner G₀ G)) * planeWave G₀ G x := by
    intro x
    rw [hexp, map_sum]
    refine Finset.sum_nbij' (partner G₀) (partner G₀) hS hS
      (fun G _ => partner_partner G₀ G) (fun G _ => partner_partner G₀ G) ?_
    intro G _
    rw [map_mul, conj_planeWave, partner_partner]
  constructor
  · intro hr G
    have hz := planeWave_independent G₀ S (fun G => c G - conj (c (partner G₀ G))) (by
      intro x
      simp only [sub_mul, Finset.sum_sub_distrib]
      rw [← hexp, ← hconj, Complex.conj_eq_iff_im.2 (hr x), sub_self])
    by_cases hG : G ∈ S
    · have h := sub_eq_zero.1 (hz G hG)
      rw [h, Complex.conj_conj]
    · have h1 : c G = 0 := Finsupp.notMem_support_iff.1 (fun h => hG (hsub h))
      have h2 : c (partner G₀ G) = 0 := Finsupp.notMem_support_iff.1 (fun h => hG (by
        have h3 := hS _ (hsub h)
        rwa [partner_partner] at h3))
      rw [h1, h2, map_zero]
  · intro h x
    rw [← Complex.conj_eq_iff_im, hconj, hexp]
    refine Finset.sum_congr rfl (fun G _ => ?_)
    rw [h G, Complex.conj_conj]

/-- If component `j` of `G₀` is 1, the half-space `G j ≥ 0` contains exactly one
member of each pair of partners. -/
theorem isHalf_halfSpace (G₀ : Grid) (j : Fin 3) (hj : G₀ j = 1) :
    IsHalf G₀ {G | 0 ≤ G j} := by
  intro G
  simp only [partner, Set.mem_ofPred_eq, Pi.sub_apply, Pi.neg_apply, hj]
  omega

/-- If a finite set is closed under partners, `H` holds one of each pair in it, and partners
carry conjugate terms, then the full sum is twice the real part of the sum over `H`. -/
theorem sum_fold {G₀ : Grid} {H : Set Grid} [DecidablePred (· ∈ H)]
    (S : Finset Grid) (f : Grid → ℂ) (hS : ∀ G ∈ S, partner G₀ G ∈ S)
    (hH : ∀ G ∈ S, (partner G₀ G ∈ H ↔ G ∉ H))
    (hf : ∀ G ∈ S, f (partner G₀ G) = conj (f G)) :
    ∑ G ∈ S, f G = ((2 * (∑ G ∈ S with G ∈ H, f G).re : ℝ) : ℂ) := by
  -- the partner map carries the half H onto the other half
  have h : ∑ G ∈ S with G ∉ H, f G = conj (∑ G ∈ S with G ∈ H, f G) := by
    rw [map_sum]
    symm
    refine Finset.sum_nbij' (partner G₀) (partner G₀) ?_ ?_
      (fun G _ => partner_partner G₀ G) (fun G _ => partner_partner G₀ G) ?_
    · intro G hG
      obtain ⟨h1, h2⟩ := Finset.mem_filter.1 hG
      exact Finset.mem_filter.2 ⟨hS G h1, fun h3 => (hH G h1).1 h3 h2⟩
    · intro G hG
      obtain ⟨h1, h2⟩ := Finset.mem_filter.1 hG
      exact Finset.mem_filter.2 ⟨hS G h1, (hH G h1).2 h2⟩
    · intro G hG
      exact (hf G (Finset.mem_filter.1 hG).1).symm
  calc ∑ G ∈ S, f G = ∑ G ∈ S with G ∈ H, f G + ∑ G ∈ S with G ∉ H, f G :=
        (Finset.sum_filter_add_sum_filter_not S (· ∈ H) f).symm
    _ = _ := by rw [h, Complex.add_conj]

/-- If `H` satisfies `IsHalf` (so that no vector is its own partner), the coefficient overlap of two
real orbitals is twice the real part of the sum over `H`. -/
theorem overlap_eq_half {G₀ : Grid} {H : Set Grid} [DecidablePred (· ∈ H)]
    (hH : IsHalf G₀ H) (a b : Grid →₀ ℂ)
    (ha : IsRealOrbital G₀ a) (hb : IsRealOrbital G₀ b) :
    ∑ G ∈ a.support, conj (a G) * b G
      = ((2 * (∑ G ∈ a.support with G ∈ H, conj (a G) * b G).re : ℝ) : ℂ) := by
  rw [isRealOrbital_iff] at ha hb
  refine sum_fold a.support (fun G => conj (a G) * b G) ?_ (fun G _ => hH G) ?_
  · intro G hG
    rw [Finsupp.mem_support_iff] at hG ⊢
    rw [ha G]
    exact (map_ne_zero _).2 hG
  · intro G _
    simp only [ha G, hb G, map_mul]

/-- If `H` satisfies `IsHalf` (so that no vector is its own partner), the squared coefficient norm
of a real orbital is twice the sum over `H`. -/
theorem norm_sq_eq_half {G₀ : Grid} {H : Set Grid} [DecidablePred (· ∈ H)]
    (hH : IsHalf G₀ H) (c : Grid →₀ ℂ) (hc : IsRealOrbital G₀ c) :
    ∑ G ∈ c.support, ‖c G‖ ^ 2 = 2 * ∑ G ∈ c.support with G ∈ H, ‖c G‖ ^ 2 := by
  have h := overlap_eq_half hH c c hc hc
  simp only [Complex.conj_mul', ← Complex.ofReal_pow, ← Complex.ofReal_sum,
    Complex.ofReal_re] at h
  exact_mod_cast h

/-- At the Gamma point, the coefficient overlap of two real orbitals is the `G = 0` term
plus twice the real part of the sum over vectors whose first nonzero component is positive. -/
theorem overlap_gamma [DecidablePred (· ∈ gammaHalf)] (a b : Grid →₀ ℂ)
    (ha : IsRealOrbital 0 a) (hb : IsRealOrbital 0 b) :
    ∑ G ∈ a.support, conj (a G) * b G = conj (a 0) * b 0
      + ((2 * (∑ G ∈ a.support with G ∈ gammaHalf, conj (a G) * b G).re : ℝ) : ℂ) := by
  rw [isRealOrbital_iff] at ha hb
  have hzero : (0 : Grid) ∉ gammaHalf := by simp [gammaHalf]
  have hfil : (a.support.erase 0).filter (· ∈ gammaHalf)
      = a.support.filter (· ∈ gammaHalf) := by
    ext G
    simp only [Finset.mem_filter, Finset.mem_erase]
    constructor
    · rintro ⟨⟨_, h⟩, h'⟩
      exact ⟨h, h'⟩
    · rintro ⟨h, h'⟩
      exact ⟨⟨fun h0 => hzero (h0 ▸ h'), h⟩, h'⟩
  -- split off the self-partnered vector G = 0
  have hsplit : ∑ G ∈ a.support, conj (a G) * b G
      = conj (a 0) * b 0 + ∑ G ∈ a.support.erase 0, conj (a G) * b G := by
    by_cases h : (0 : Grid) ∈ a.support
    · exact (Finset.add_sum_erase a.support (fun G => conj (a G) * b G) h).symm
    · rw [Finset.erase_eq_of_notMem h, Finsupp.notMem_support_iff.1 h, map_zero,
        zero_mul, zero_add]
  rw [hsplit, ← hfil]
  congr 1
  refine sum_fold (G₀ := 0) (a.support.erase 0) (fun G => conj (a G) * b G) ?_ ?_ ?_
  · intro G hG
    obtain ⟨h0, h1⟩ := Finset.mem_erase.1 hG
    refine Finset.mem_erase.2 ⟨fun h => h0 (by simpa [partner] using h), ?_⟩
    rw [Finsupp.mem_support_iff] at h1 ⊢
    rw [ha G]
    exact (map_ne_zero _).2 h1
  · intro G hG
    have hne : ¬(G 0 = 0 ∧ G 1 = 0 ∧ G 2 = 0) := by
      rintro ⟨h0, h1, h2⟩
      refine (Finset.mem_erase.1 hG).1 ?_
      ext j
      fin_cases j <;> simp [h0, h1, h2]
    simp only [gammaHalf, partner, Set.mem_ofPred_eq, Pi.sub_apply, Pi.neg_apply,
      Pi.zero_apply]
    omega
  · intro G _
    simp only [ha G, hb G, map_mul]

end

end GammaPointTricks
```

```lean
#print axioms GammaPointTricks.isRealOrbital_iff
#print axioms GammaPointTricks.isHalf_halfSpace
#print axioms GammaPointTricks.norm_sq_eq_half
#print axioms GammaPointTricks.overlap_gamma
```

```
'GammaPointTricks.isRealOrbital_iff' depends on axioms: [propext, Classical.choice, Quot.sound]
'GammaPointTricks.isHalf_halfSpace' depends on axioms: [propext, Classical.choice, Quot.sound]
'GammaPointTricks.norm_sq_eq_half' depends on axioms: [propext, Classical.choice, Quot.sound]
'GammaPointTricks.overlap_gamma' depends on axioms: [propext, Classical.choice, Quot.sound]
```

## How the lemmas fit together, and their limits

`partner_fixed_iff` leaves the parity argument to `omega`. `conj_planeWave` is the exponent identity. In `planeWave_independent`, `waveChar` presents each wave as a multiplicative character of the translation group; the π shift shows that different G give different characters, and Mathlib's `linearIndependent_monoidHom` supplies the independence argument.

`isRealOrbital_iff` constructs the closed set S, relabels the conjugated sum with `Finset.sum_nbij'`, and applies independence to the coefficient differences. `sum_fold` uses the same relabelling to carry H onto its complement. Its hypotheses concern only the finite set being summed, which lets `overlap_gamma` apply it after G = 0 has been erased. `overlap_eq_half` uses it directly, and `norm_sq_eq_half` is its diagonal case. The sums run over the support of the first orbital, which loses nothing because all other terms vanish.

For nonzero G₀ with components 0 or 1, `isHalf_halfSpace` supplies the `IsHalf` hypothesis of the two half-sum theorems. At Gamma that hypothesis is unsatisfiable, and `overlap_gamma` is the statement to use; setting a = b there gives the norm.

Reality of the orbitals is assumed, not derived from a Hamiltonian. For a spinless Hamiltonian that is real in position space, eigenfunctions at these k-points can be chosen real, but an eigensolver may return them with an arbitrary phase or mixed within a degenerate level. Before half storage is used, the phase must then be removed, or real combinations formed within the degenerate level. Simply overwriting c(sG) with conj(c(G)) can turn an eigenfunction into a function that is not one.

The theorems concern coefficient sums, not integrals over the cell, and contain no overlap operator of the kind used with ultrasoft pseudopotentials. They also say nothing about floating-point rounding, FFT layout or whether a particular program implements the indexing correctly.
